# A fully relaxed scan that misses the saddle of a two-variable model energy

## The cut at x = 0

Take an energy with two coordinates, hold the first at $x=0$, and let the second, $y$, relax on

$$V(0,y)=\frac{y^4}{4}-\frac{y^2}{2}=\frac{(y^2-1)^2}{4}-\frac14 .$$

The minimizer is $y=1$ or $y=-1$, with energy $-1/4$. The point $y=0$ has energy $0$ and is a local maximum of this cut. In the full surface below, that point is the saddle between two minima. Relaxing $y$ therefore moves the system away from the saddle, even though $x$ has exactly the saddle's value.

## The surface and its stationary points

The full energy, in dimensionless units, is

$$V(x,y)=\frac{x^2}{2}-xy+\frac{y^4}{4}-\frac{y^2}{2},$$

where $x$ is scanned and $y$ is relaxed. Its slopes are

$$\partial_xV=x-y,\qquad \partial_yV=y^3-y-x .$$

If both vanish, then $x=y$ and $y^3-2y=0$, so $y=0$ or $y=\pm\sqrt2$. The stationary points are the origin and $\pm(\sqrt2,\sqrt2)$.

The Hessian is

$$H(x,y)=\begin{pmatrix}1&-1\\-1&3y^2-1\end{pmatrix}.$$

At the origin the curvature is $+1$ along $(1,0)$ and $-1$ along the unit vector $(1,1)/\sqrt2$, so the origin is a saddle, with $V(0,0)=0$. Completing squares gives

$$V(x,y)=\frac{(x-y)^2}{2}+\frac{(y^2-2)^2}{4}-1\ge-1,$$

with equality at $\pm(\sqrt2,\sqrt2)$, which are therefore global minima.

## Which values of y survive relaxation

Fix $x$. A local minimum in $y$ must be force-free, so $x=y^3-y$. Expanding about such a point, with displacement $k$, gives exactly

$$V(x,y+k)-V(x,y)=k^2\left[\frac{3y^2-1}{2}+yk+\frac{k^2}{4}\right].$$

- If $y^2>1/3$, the bracket is positive at $k=0$ and, by continuity, near it. The point is a local minimum.
- If $y=0$, the bracket is $-\frac12+\frac{k^2}{4}$, which is negative for small $k$.
- If $0<y^2\le1/3$, step towards zero with $k=-cy$ and $0<c\le1$. The bracket becomes $\frac{3y^2-1}{2}-cy^2\left(1-\frac c4\right)<0$, so arbitrarily small steps lower the energy.

Thus $y$ is a local minimum at fixed $x$ exactly when $x=y^3-y$ and $y^2>1/3$. The boundary value $y^2=1/3$ is excluded, and so is the saddle at $y=0$.

## The energy along the fully relaxed scan

Call $y$ fully relaxed if it minimizes $V(x,\cdot)$ over all real values. Such a $y$ always exists. On the interval $|t|\le 2|x|+2$, continuity supplies a minimizer. Outside it, $xt\le|x||t|\le t^2/2$ and $t^2\ge4$, so

$$V(x,t)-V(x,0)\ge\frac{t^4}{4}-t^2=\frac{t^2(t^2-4)}{4}\ge0,$$

and no lower energy is found there.

For the energy bound, compare with two trial values:

$$V(x,1)=-\frac14-\frac{x(2-x)}{2},\qquad V(x,-1)=-\frac14+\frac{x(x+2)}{2}.$$

The first is at most $-1/4$ for $0\le x\le2$, the second for $-2\le x\le0$. The relaxed energy exceeds neither, so it is at most $-1/4$ whenever $|x|\le2$, a range that contains both minima. At $x=0$ it equals $-1/4$.

## The true pass lies at energy zero

A continuous path from $(-\sqrt2,-\sqrt2)$ to $(\sqrt2,\sqrt2)$ must cross $y=0$, where $V=x^2/2\ge0$. Every path therefore reaches energy at least $0$. On the straight segment,

$$V(s,s)=\frac{s^2(s^2-4)}{4}\le0\quad\text{for }|s|\le\sqrt2,$$

so zero is sufficient. Measured from the minima, the barrier is $1$; the top of the fully relaxed profile between the minima, at $x=0$, suggests $3/4$.

## What a scan in practice would show

In an electronic-structure code, a one-dimensional relaxed scan constrains one internal coordinate and optimizes the others, and the highest point often serves as a guess for a transition-state search. This two-coordinate model shows how that guess can fail when the constrained coordinate does not control the motion over the pass. At the relaxed points $(0,\pm1)$ the slope $\partial_xV$ is $\mp1$, so the top of the profile is not stationary. Some force along the constraint is normal elsewhere on a scan, but one that persists at the highest point as the scan grid is refined is a useful warning. So is a jump in a relaxed coordinate between neighbouring scan points.

Optimizers usually start from the previous geometry and may follow a metastable branch. The bound $-1/4$ does not apply to such a scan. Coming from the left minimum, the branch ends at $y=-1/\sqrt3$, $x=2/(3\sqrt3)$, where a direct evaluation gives $V=17/108$, above the saddle energy. The scan still misses the saddle, because every local minimum in $y$ has $y^2>1/3$.

## How the Lean statements encode the surface

`V` is a function of two real numbers. `IsStationary x y` says that both one-variable derivatives exist and are zero. `hessian` is built from iterated derivatives, and its closed form is a theorem, not part of the definition.

Two notions of relaxation appear. `IsLocalMin (fun t => V x t) y` is a local, not necessarily strict, minimum at fixed `x`. `IsRelaxed x y` is a global minimum over `y`, and the energy bound in `relaxed_scan_misses_saddle` uses this stronger notion together with `|x| ≤ 2`.

In `pass_energy` a path is a map `γ : ℝ → ℝ × ℝ`, continuous on the interval from 0 to 1, with the two minima as endpoints. The theorems concern this one polynomial surface; they give no criterion for when a scan of a general molecule succeeds.

```lean
import Mathlib

open Matrix Set

namespace RelaxedScanMissesSaddle

noncomputable section

/-- The model energy surface, with scanned coordinate `x` and relaxed coordinate `y`. -/
def V (x y : ℝ) : ℝ := x ^ 2 / 2 - x * y + y ^ 4 / 4 - y ^ 2 / 2

/-- A stationary point: both partial derivatives of the energy vanish. -/
def IsStationary (x y : ℝ) : Prop :=
  HasDerivAt (fun s => V s y) 0 x ∧ HasDerivAt (fun t => V x t) 0 y

/-- The matrix of second partial derivatives of the energy. -/
def hessian (x y : ℝ) : Matrix (Fin 2) (Fin 2) ℝ :=
  !![deriv (fun s => deriv (fun r => V r y) s) x, deriv (fun t => deriv (fun r => V r t) x) y;
     deriv (fun s => deriv (fun r => V s r) y) x, deriv (fun t => deriv (fun r => V x r) t) y]

/-- The coordinate `y` is fully relaxed at fixed `x`: it minimizes the energy over all `y`. -/
def IsRelaxed (x y : ℝ) : Prop := ∀ t, V x y ≤ V x t

/-- The slope of the energy along the scanned coordinate. -/
theorem hasDerivAt_x (x y : ℝ) : HasDerivAt (fun s => V s y) (x - y) x := by
  have h := (((((hasDerivAt_id' x).fun_pow 2).div_const 2).fun_sub
    ((hasDerivAt_id' x).mul_const y)).add_const (y ^ 4 / 4)).sub_const (y ^ 2 / 2)
  exact h.congr_deriv (by norm_num)

/-- The slope of the energy along the relaxed coordinate. -/
theorem hasDerivAt_y (x y : ℝ) : HasDerivAt (fun t => V x t) (y ^ 3 - y - x) y := by
  have h := ((((hasDerivAt_id' y).const_mul x).const_sub (x ^ 2 / 2)).fun_add
    (((hasDerivAt_id' y).fun_pow 4).div_const 4)).fun_sub
    (((hasDerivAt_id' y).fun_pow 2).div_const 2)
  exact h.congr_deriv (by norm_num; ring)

/-- The stationary points are exactly the origin and the two points `±(√2, √2)`. -/
theorem isStationary_iff (x y : ℝ) : IsStationary x y ↔
    (x = 0 ∧ y = 0) ∨ (x = √2 ∧ y = √2) ∨ (x = -√2 ∧ y = -√2) := by
  have hs : (√2 : ℝ) ^ 2 = 2 := Real.sq_sqrt (by norm_num)
  constructor
  · rintro ⟨h1, h2⟩
    have e1 := h1.unique (hasDerivAt_x x y)
    have e2 := h2.unique (hasDerivAt_y x y)
    -- eliminating x leaves a cubic equation for y
    have h3 : y * ((y - √2) * (y + √2)) = 0 := by
      linear_combination -e2 - e1 - y * hs
    rcases mul_eq_zero.1 h3 with h | h
    · exact Or.inl ⟨by linarith, h⟩
    · rcases mul_eq_zero.1 h with h | h
      · exact Or.inr (Or.inl ⟨by linarith, by linarith⟩)
      · exact Or.inr (Or.inr ⟨by linarith, by linarith⟩)
  · rintro (⟨rfl, rfl⟩ | ⟨rfl, rfl⟩ | ⟨rfl, rfl⟩)
    · exact ⟨(hasDerivAt_x _ _).congr_deriv (by norm_num),
        (hasDerivAt_y _ _).congr_deriv (by norm_num)⟩
    · exact ⟨(hasDerivAt_x _ _).congr_deriv (by ring),
        (hasDerivAt_y _ _).congr_deriv (by linear_combination √2 * hs)⟩
    · exact ⟨(hasDerivAt_x _ _).congr_deriv (by ring),
        (hasDerivAt_y _ _).congr_deriv (by linear_combination -√2 * hs)⟩

/-- The Hessian of the model surface in closed form. -/
theorem hessian_eq (x y : ℝ) : hessian x y = !![1, -1; -1, 3 * y ^ 2 - 1] := by
  have hX : ∀ a b : ℝ, deriv (fun s => V s b) a = a - b := fun a b => (hasDerivAt_x a b).deriv
  have hY : ∀ a b : ℝ, deriv (fun t => V a t) b = b ^ 3 - b - a :=
    fun a b => (hasDerivAt_y a b).deriv
  have h1 : HasDerivAt (fun s : ℝ => s - y) 1 x := (hasDerivAt_id' x).sub_const y
  have h2 : HasDerivAt (fun t : ℝ => x - t) (-1) y := (hasDerivAt_id' y).const_sub x
  have h3 : HasDerivAt (fun s : ℝ => y ^ 3 - y - s) (-1) x :=
    (hasDerivAt_id' x).const_sub (y ^ 3 - y)
  have h4 : HasDerivAt (fun t : ℝ => t ^ 3 - t - x) (3 * y ^ 2 - 1) y :=
    ((((hasDerivAt_id' y).fun_pow 3).fun_sub (hasDerivAt_id' y)).sub_const x).congr_deriv
      (by norm_num)
  simp only [hessian, hX, hY]
  rw [h1.deriv, h2.deriv, h3.deriv, h4.deriv]

/-- The origin is a stationary point of energy zero, with positive curvature along one
direction and negative curvature along another. -/
theorem origin_is_saddle : IsStationary 0 0 ∧ V 0 0 = 0 ∧
    (∃ v, 0 < v ⬝ᵥ (hessian 0 0 *ᵥ v)) ∧ ∃ w, w ⬝ᵥ (hessian 0 0 *ᵥ w) < 0 := by
  refine ⟨(isStationary_iff 0 0).2 (Or.inl ⟨rfl, rfl⟩), by norm_num [V],
    ⟨![1, 0], ?_⟩, ⟨![1, 1], ?_⟩⟩ <;> rw [hessian_eq] <;>
    norm_num [Matrix.mulVec, dotProduct, Fin.sum_univ_succ]

/-- The energy is nowhere below `-1`, and it takes this value at `±(√2, √2)`. -/
theorem global_minima : (∀ x y, -1 ≤ V x y) ∧ V √2 √2 = -1 ∧ V (-√2) (-√2) = -1 := by
  have hs : (√2 : ℝ) ^ 2 = 2 := Real.sq_sqrt (by norm_num)
  refine ⟨fun x y => ?_, ?_, ?_⟩ <;> unfold V
  · nlinarith [sq_nonneg (x - y), sq_nonneg (y ^ 2 - 2)]
  · linear_combination ((√2 ^ 2 - 2) / 4) * hs
  · linear_combination ((√2 ^ 2 - 2) / 4) * hs

/-- At fixed `x`, the coordinate `y` is a local energy minimum exactly when the force on it
vanishes and `y ^ 2 > 1 / 3`. -/
theorem isLocalMin_iff (x y : ℝ) :
    IsLocalMin (fun t => V x t) y ↔ x = y ^ 3 - y ∧ 1 / 3 < y ^ 2 := by
  constructor
  · intro h
    have hg : y ^ 3 - y - x = 0 := h.hasDerivAt_eq_zero (hasDerivAt_y x y)
    refine ⟨by linarith, ?_⟩
    by_contra hn
    have hy : y ^ 2 ≤ 1 / 3 := not_lt.1 hn
    have h' : ∀ᶠ t in nhds y, V x y ≤ V x t := h
    obtain ⟨ε, hε, hb⟩ := Metric.eventually_nhds_iff.1 h'
    -- exact Taylor expansion about the force-free point
    have key : ∀ k, V x (y + k) - V x y
        = k ^ 2 * ((3 * y ^ 2 - 1) / 2 + y * k + k ^ 2 / 4) := by
      intro k
      unfold V
      linear_combination k * hg
    obtain ⟨c, hc0, hc1, hcε⟩ : ∃ c : ℝ, 0 < c ∧ c ≤ 1 ∧ c < ε :=
      ⟨min (ε / 2) 1, lt_min (by linarith) one_pos, min_le_right _ _,
        lt_of_le_of_lt (min_le_left _ _) (by linarith)⟩
    by_cases h0 : y = 0
    · have h1 : V x y ≤ V x (y + c) :=
        hb (by rw [Real.dist_eq, add_sub_cancel_left, abs_of_pos hc0]; exact hcε)
      have h2 : (3 * y ^ 2 - 1) / 2 + y * c + c ^ 2 / 4 < 0 := by
        rw [h0]
        nlinarith
      linarith [key c, mul_neg_of_pos_of_neg (pow_pos hc0 2) h2]
    · -- a small step towards y = 0 lowers the energy
      have hy1 : |y| ≤ 1 := abs_le.2 ⟨by nlinarith, by nlinarith⟩
      have h1 : V x y ≤ V x (y + -(c * y)) := hb (by
        rw [Real.dist_eq, add_sub_cancel_left, abs_neg, abs_mul, abs_of_pos hc0]
        linarith [mul_le_mul_of_nonneg_left hy1 hc0.le])
      have hy2 : 0 < y ^ 2 := by positivity
      have h3 : 0 < c * y ^ 2 * (1 - c / 4) := mul_pos (mul_pos hc0 hy2) (by linarith)
      have h2 : (3 * y ^ 2 - 1) / 2 + y * -(c * y) + (-(c * y)) ^ 2 / 4 < 0 := by
        nlinarith
      have h4 : 0 < (-(c * y)) ^ 2 := by
        rw [neg_sq, mul_pow]
        exact mul_pos (pow_pos hc0 2) hy2
      linarith [key (-(c * y)), mul_neg_of_pos_of_neg h4 h2]
  · rintro ⟨hx, hy⟩
    have hc : Continuous (fun t : ℝ => (3 * y ^ 2 - 1) / 2 + y * (t - y) + (t - y) ^ 2 / 4) := by
      fun_prop
    have ev : ∀ᶠ t in nhds y, 0 < (3 * y ^ 2 - 1) / 2 + y * (t - y) + (t - y) ^ 2 / 4 :=
      hc.continuousAt.eventually (lt_mem_nhds (by ring_nf; linarith))
    change ∀ᶠ t in nhds y, V x y ≤ V x t
    filter_upwards [ev] with t ht
    have e : V x t - V x y
        = (t - y) ^ 2 * ((3 * y ^ 2 - 1) / 2 + y * (t - y) + (t - y) ^ 2 / 4) := by
      unfold V
      rw [hx]
      ring
    linarith [mul_nonneg (sq_nonneg (t - y)) ht.le]

/-- At every value of the scanned coordinate a fully relaxed `y` exists. -/
theorem exists_isRelaxed (x : ℝ) : ∃ y, IsRelaxed x y := by
  have hc : Continuous (fun t => V x t) := by
    unfold V
    fun_prop
  have hx := abs_nonneg x
  have hm : (0 : ℝ) ∈ Icc (-(2 * |x| + 2)) (2 * |x| + 2) :=
    mem_Icc.2 ⟨by linarith, by linarith⟩
  obtain ⟨y, -, hmin⟩ := isCompact_Icc.exists_isMinOn ⟨0, hm⟩ hc.continuousOn
  refine ⟨y, fun t => ?_⟩
  by_cases ht : |t| ≤ 2 * |x| + 2
  · exact isMinOn_iff.1 hmin t (mem_Icc.2 (abs_le.1 ht))
  · -- far out the quartic term dominates
    have ht' := not_le.1 ht
    have h0 : V x y ≤ V x 0 := isMinOn_iff.1 hmin 0 hm
    have h1 : x * t ≤ |x| * |t| := by
      rw [← abs_mul]
      exact le_abs_self _
    have h2 : |x| * |t| ≤ t ^ 2 / 2 := by
      nlinarith [sq_abs t, abs_nonneg t, mul_nonneg (abs_nonneg t) (sub_nonneg.2 ht'.le)]
    have h3 : 4 ≤ t ^ 2 := by nlinarith [sq_abs t]
    have h4 : V x 0 ≤ V x t := by
      unfold V
      nlinarith [mul_nonneg (sq_nonneg t) (sub_nonneg.2 h3)]
    exact h0.trans h4

/-- For `|x| ≤ 2` every fully relaxed point has `y ^ 2 > 1 / 3` and energy at most `-1 / 4`;
at `x = 0` the relaxed energy equals `-1 / 4`. -/
theorem relaxed_scan_misses_saddle :
    (∀ x y, |x| ≤ 2 → IsRelaxed x y → 1 / 3 < y ^ 2 ∧ V x y ≤ -1 / 4) ∧
    ∀ y, IsRelaxed 0 y → V 0 y = -1 / 4 := by
  have main : ∀ x y, |x| ≤ 2 → IsRelaxed x y → 1 / 3 < y ^ 2 ∧ V x y ≤ -1 / 4 := by
    intro x y hx h
    have hl : IsLocalMin (fun t => V x t) y := Filter.Eventually.of_forall h
    refine ⟨((isLocalMin_iff x y).1 hl).2, ?_⟩
    obtain ⟨ha, hb⟩ := abs_le.1 hx
    -- compare with the trial values y = 1 and y = -1
    have e1 : V x 1 = x ^ 2 / 2 - x - 1 / 4 := by unfold V; ring
    have e2 : V x (-1) = x ^ 2 / 2 + x - 1 / 4 := by unfold V; ring
    rcases le_total 0 x with h0 | h0
    · nlinarith [h 1, mul_nonneg h0 (sub_nonneg.2 hb)]
    · nlinarith [h (-1), mul_nonneg (neg_nonneg.2 h0) (by linarith : 0 ≤ x + 2)]
  refine ⟨main, fun y h => le_antisymm (main 0 y (by norm_num) h).2 ?_⟩
  unfold V
  nlinarith [sq_nonneg (y ^ 2 - 1)]

/-- Every continuous path between the two minima reaches an energy of at least zero, and on
the straight segment joining them the energy never exceeds zero. -/
theorem pass_energy :
    (∀ γ : ℝ → ℝ × ℝ, ContinuousOn γ (Icc 0 1) → γ 0 = (-√2, -√2) → γ 1 = (√2, √2) →
      ∃ t ∈ Icc (0 : ℝ) 1, 0 ≤ V (γ t).1 (γ t).2) ∧
    ∀ s : ℝ, |s| ≤ √2 → V s s ≤ 0 := by
  constructor
  · intro γ hγ h0 h1
    have hc : ContinuousOn (fun t => (γ t).2) (Icc 0 1) := continuous_snd.comp_continuousOn hγ
    have hm : (0 : ℝ) ∈ Icc (γ 0).2 (γ 1).2 := by
      rw [h0, h1]
      exact ⟨neg_nonpos.2 (Real.sqrt_nonneg 2), Real.sqrt_nonneg 2⟩
    -- the path has to cross the line y = 0
    obtain ⟨t, ht, hz⟩ := intermediate_value_Icc zero_le_one hc hm
    have hz' : (γ t).2 = 0 := hz
    refine ⟨t, ht, ?_⟩
    rw [hz']
    unfold V
    nlinarith [sq_nonneg (γ t).1]
  · intro s hs
    have h2 := pow_le_pow_left₀ (abs_nonneg s) hs 2
    rw [sq_abs, Real.sq_sqrt (by norm_num)] at h2
    unfold V
    nlinarith [mul_nonneg (sq_nonneg s) (sub_nonneg.2 h2), sq_nonneg s]

end

end RelaxedScanMissesSaddle
```

```lean
#print axioms RelaxedScanMissesSaddle.origin_is_saddle
#print axioms RelaxedScanMissesSaddle.exists_isRelaxed
#print axioms RelaxedScanMissesSaddle.relaxed_scan_misses_saddle
#print axioms RelaxedScanMissesSaddle.pass_energy
```

```
'RelaxedScanMissesSaddle.origin_is_saddle' depends on axioms: [propext, Classical.choice, Quot.sound]
'RelaxedScanMissesSaddle.exists_isRelaxed' depends on axioms: [propext, Classical.choice, Quot.sound]
'RelaxedScanMissesSaddle.relaxed_scan_misses_saddle' depends on axioms: [propext, Classical.choice, Quot.sound]
'RelaxedScanMissesSaddle.pass_energy' depends on axioms: [propext, Classical.choice, Quot.sound]
```

## From slopes to the saddle in the proof

`hasDerivAt_x` and `hasDerivAt_y` compute the two slopes. In `isStationary_iff`, uniqueness of derivatives turns stationarity into two equations, and `linear_combination` eliminates `x` to give the factored cubic $y(y-\sqrt2)(y+\sqrt2)=0$. Its three factors give the three points, and the converse substitutes each point into the slopes.

`hessian_eq` differentiates the slopes once more. `origin_is_saddle` then evaluates the quadratic form on `![1, 0]` and `![1, 1]`. The second vector is not normalized, so its value is $-2$ where the unit vector gives $-1$. In `global_minima`, `nlinarith` receives the two squares from the completed-square formula.

## The local expansion and the global comparison

The core of `isLocalMin_iff` is the identity `key`, the exact expansion in $k$. For the forward direction, the proof assumes $y^2\le1/3$ and takes a radius `ε` within which the local minimum is supposed to hold. It picks a positive `c` that is at most 1 and smaller than `ε`, then steps by `c` if $y=0$ and by `-(c*y)` otherwise. Both steps stay within the radius and make the bracket negative, a contradiction. The reverse direction obtains a positive bracket near $y$ from continuity.

`exists_isRelaxed` combines compactness of the closed interval with the quartic estimate outside it. In `relaxed_scan_misses_saddle`, a global minimum is first read as a local one, which gives $y^2>1/3$. The hypothesis is then applied to the trial value `1` or `-1`, according to the sign of `x`. At $x=0$ the square $(y^2-1)^2$ supplies the matching lower bound.

Finally, `pass_energy` applies the intermediate value theorem to the second component of the path to find the crossing of $y=0$. The bound on the straight segment follows from $s^2\le2$.
